# Thermal average of a quadratic hyperfine surface over a harmonic umbrella mode

The methyl radical is planar at equilibrium, with its unpaired electron in a carbon p orbital. When the umbrella vibration carries the carbon out of the plane of the hydrogens, s character mixes into that orbital and the isotropic hyperfine coupling changes. A calculation at the planar geometry gives the coupling at one point of this motion, while a spectrum averaged over the vibration samples all of it. How large is the difference, and how does it depend on temperature?

Let \(x\) be the umbrella displacement, with \(x=0\) at planarity. Reflection in the molecular plane makes the coupling even in \(x\), so to second order it is \(a_0+a_2x^2\). The model takes this surface together with a single harmonic mode. It leaves out anharmonicity, higher terms in the surface and the other vibrations.

```lean
import Mathlib

noncomputable section

namespace MethylUmbrellaCoupling
```

## Mean square displacement of a level

Let \(s\) be the zero-point amplitude, so that \(s^2=\langle 0|x^2|0\rangle\). The oscillator's matrix elements between number states are

\[
\langle m|x|n\rangle = s\left(\sqrt{n+1}\,\delta_{m,n+1}+\sqrt{n}\,\delta_{m+1,n}\right).
\]

These are taken as the definition of the mode and are not derived from a Schrödinger equation. For reduced mass \(\mu\) and angular frequency \(\omega\), \(s^2=\hbar/(2\mu\omega)\). Inserting the oscillator length \(\sqrt{\hbar/(\mu\omega)}\) for \(s\) doubles the vibrational correction.

```lean
/-- Matrix element of the umbrella displacement between number states `m` and `n` of a
harmonic oscillator with zero-point amplitude `s`. -/
def displacement (s : ℝ) (m n : ℕ) : ℝ :=
  s * ((if m = n + 1 then √((n : ℝ) + 1) else 0) + (if m + 1 = n then √(n : ℝ) else 0))
```

Completeness of the number states gives \(\langle n|x^2|n\rangle=\sum_m|\langle m|x|n\rangle|^2\). The code uses the right-hand side as its definition, an infinite sum over all levels `m`.

```lean
/-- Mean square displacement in level `n`: the sum of the squared displacement matrix elements
connecting `n` to all levels. -/
def meanSquare (s : ℝ) (n : ℕ) : ℝ := ∑' m, displacement s m n ^ 2
```

The coupling in level \(n\) is the expectation value of the surface, \(A_n=a_0+a_2\langle n|x^2|n\rangle\). The parameters `a0`, `a2` and `s` are arbitrary real numbers, in any consistent units.

```lean
/-- Expectation value in level `n` of the quadratic coupling surface `a0 + a2 x ^ 2`. -/
def levelCoupling (a0 a2 s : ℝ) (n : ℕ) : ℝ := a0 + a2 * meanSquare s n
```

Level \(n\) is occupied with probability \(p_n=(1-q)q^n\), where \(q\) is the population ratio of successive levels.

```lean
/-- Probability of finding the oscillator in level `n`. -/
def population (q : ℝ) (n : ℕ) : ℝ := (1 - q) * q ^ n
```

The averaged coupling is \(\sum_n p_nA_n\). This assumes that the spectrum shows one population-weighted coupling and not separate lines for separate levels.

```lean
/-- Hyperfine coupling averaged over the populated umbrella levels. -/
def averagedCoupling (a0 a2 s q : ℝ) : ℝ :=
  ∑' n, population q n * levelCoupling a0 a2 s n
```

Only the two neighbours of level \(n\) contribute to the mean square. No \(m\) is both above and below \(n\), so there is no cross term, and

\[
\sum_m|\langle m|x|n\rangle|^2=(n+1)s^2+ns^2=(2n+1)s^2 .
\]

The proof follows this split. `h1` sums the upward contribution and `h2` the downward one, which vanishes for \(n=0\). The equality `e` checks term by term that the squared matrix element is the sum of the two. `HasSum` states that the series converges to the given value.

```lean
/-- The squared displacement matrix elements from level `n` sum to `(2n+1) s ^ 2`. -/
theorem hasSum_displacement_sq (s : ℝ) (n : ℕ) :
    HasSum (fun m => displacement s m n ^ 2) ((2 * (n : ℝ) + 1) * s ^ 2) := by
  -- the upward neighbour
  have h1 : HasSum (fun m : ℕ => if m = n + 1 then s ^ 2 * ((n : ℝ) + 1) else 0)
      (s ^ 2 * ((n : ℝ) + 1)) := hasSum_ite_eq _ _
  -- the downward neighbour, absent for the ground level
  have h2 : HasSum (fun m : ℕ => if m + 1 = n then s ^ 2 * (n : ℝ) else 0)
      (s ^ 2 * (n : ℝ)) := by
    cases n with
    | zero => simp
    | succ k =>
      have h := hasSum_single
        (f := fun m : ℕ => if m + 1 = k + 1 then s ^ 2 * ((k + 1 : ℕ) : ℝ) else 0) k
        (by intro m hm; simp [hm])
      simpa using h
  have e : (fun m => displacement s m n ^ 2) = fun m : ℕ =>
      (if m = n + 1 then s ^ 2 * ((n : ℝ) + 1) else 0) +
        (if m + 1 = n then s ^ 2 * (n : ℝ) else 0) := by
    funext m
    unfold displacement
    by_cases a : m = n + 1
    · have b : ¬ m + 1 = n := by omega
      simp only [if_pos a, if_neg b, add_zero, mul_pow]
      rw [Real.sq_sqrt (by positivity)]
    · by_cases b : m + 1 = n
      · simp only [if_neg a, if_pos b, zero_add, mul_pow]
        rw [Real.sq_sqrt (by positivity)]
      · simp [a, b]
  have hv : (2 * (n : ℝ) + 1) * s ^ 2 = s ^ 2 * ((n : ℝ) + 1) + s ^ 2 * (n : ℝ) := by ring
  rw [e, hv]
  exact h1.add h2
```

The value of the defined mean square follows.

```lean
/-- Level `n` has mean square displacement `(2n+1) s ^ 2`. -/
theorem meanSquare_eq (s : ℝ) (n : ℕ) : meanSquare s n = (2 * (n : ℝ) + 1) * s ^ 2 :=
  (hasSum_displacement_sq s n).tsum_eq
```

## Averaging over the levels

For \(0\le q<1\) the geometric series gives \(\sum_n q^n=1/(1-q)\), so the populations sum to one.

```lean
/-- The level populations sum to one. -/
theorem hasSum_population {q : ℝ} (h0 : 0 ≤ q) (h1 : q < 1) : HasSum (population q) 1 := by
  have hq : 1 - q ≠ 0 := by linarith
  have h := (hasSum_geometric_of_lt_one h0 h1).mul_left (1 - q)
  rw [mul_inv_cancel₀ hq] at h
  exact h
```

Inserting \((2n+1)s^2\) into the average separates a constant from a part proportional to \(n\):

\[
p_nA_n=(a_0+a_2s^2)\,p_n+2a_2s^2(1-q)\,nq^n .
\]

With the first moment \(\sum_n nq^n=q/(1-q)^2\), the sum is

\[
a_0+a_2s^2+\frac{2a_2s^2q}{1-q}=a_0+a_2s^2\,\frac{1+q}{1-q}.
\]

In the proof `hp` is the normalisation part and `hn` the first-moment part; `e` is the separation of the terms and `hv` the final algebra.

```lean
/-- The population-weighted series of level couplings converges to
`a0 + a2 s ^ 2 (1+q)/(1-q)`. -/
theorem hasSum_coupling (a0 a2 s : ℝ) {q : ℝ} (h0 : 0 ≤ q) (h1 : q < 1) :
    HasSum (fun n => population q n * levelCoupling a0 a2 s n)
      (a0 + a2 * s ^ 2 * ((1 + q) / (1 - q))) := by
  have hq : 1 - q ≠ 0 := by linarith
  have hnorm : ‖q‖ < 1 := by rwa [Real.norm_of_nonneg h0]
  -- the mean level number comes from the first moment of the geometric series
  have hn := (hasSum_coe_mul_geometric_of_norm_lt_one hnorm).mul_left
    ((1 - q) * (2 * a2 * s ^ 2))
  have hp := (hasSum_population h0 h1).mul_left (a0 + a2 * s ^ 2)
  have e : (fun n => population q n * levelCoupling a0 a2 s n) = fun n : ℕ =>
      (a0 + a2 * s ^ 2) * population q n +
        (1 - q) * (2 * a2 * s ^ 2) * ((n : ℝ) * q ^ n) := by
    funext n
    rw [levelCoupling, meanSquare_eq, population]
    ring
  have hv : a0 + a2 * s ^ 2 * ((1 + q) / (1 - q)) =
      (a0 + a2 * s ^ 2) * 1 + (1 - q) * (2 * a2 * s ^ 2) * (q / (1 - q) ^ 2) := by
    field_simp
    ring
  rw [e, hv]
  exact hp.add hn
```

Lean gives a divergent infinite sum the value zero, so the convergence just established is what makes the closed formula a statement about the actual average.

```lean
/-- The averaged coupling of the quadratic surface is `a0 + a2 s ^ 2 (1+q)/(1-q)`. -/
theorem averagedCoupling_eq (a0 a2 s : ℝ) {q : ℝ} (h0 : 0 ≤ q) (h1 : q < 1) :
    averagedCoupling a0 a2 s q = a0 + a2 * s ^ 2 * ((1 + q) / (1 - q)) :=
  (hasSum_coupling a0 a2 s h0 h1).tsum_eq
```

At \(q=0\) only the ground level is occupied, since \(q^0=1\) there as well. The coupling is then \(a_0+a_2s^2\), which differs from the planar value \(a_0\) whenever \(a_2\ne0\) and \(s\ne0\): the mean displacement is zero, but the mean square displacement is \(s^2\).

```lean
/-- At `q = 0` the averaged coupling is `a0 + a2 s ^ 2`. -/
theorem averagedCoupling_zero (a0 a2 s : ℝ) :
    averagedCoupling a0 a2 s 0 = a0 + a2 * s ^ 2 := by
  rw [averagedCoupling_eq a0 a2 s le_rfl one_pos]
  norm_num
```

## Temperature dependence

Let \(\theta=\hbar\omega/(k_BT)\) be the level spacing divided by the thermal energy. In the Boltzmann weights the zero-point energy cancels between numerator and partition function, leaving

\[
\frac{e^{-n\theta}}{\sum_m e^{-m\theta}}=(1-e^{-\theta})\,e^{-n\theta},
\]

which is \(p_n\) with \(q=e^{-\theta}\). The hypothesis \(\theta>0\) stands for a positive frequency and a finite positive temperature.

```lean
/-- For `q = exp (-θ)` with `θ > 0`, the populations are the normalised Boltzmann weights of
equally spaced levels, `θ` being the level spacing in units of the thermal energy. -/
theorem population_boltzmann {θ : ℝ} (hθ : 0 < θ) (n : ℕ) :
    population (Real.exp (-θ)) n =
      Real.exp ((n : ℝ) * (-θ)) / ∑' m : ℕ, Real.exp ((m : ℝ) * (-θ)) := by
  have h1 : Real.exp (-θ) < 1 := Real.exp_lt_one_iff.mpr (by linarith)
  simp only [Real.exp_nat_mul]
  rw [tsum_geometric_of_lt_one (Real.exp_pos _).le h1, div_inv_eq_mul, population, mul_comm]
```

Multiplying numerator and denominator by \(e^{\theta/2}\) turns the population factor into a hyperbolic cotangent:

\[
\frac{1+e^{-\theta}}{1-e^{-\theta}}
=\frac{e^{\theta/2}+e^{-\theta/2}}{e^{\theta/2}-e^{-\theta/2}}
=\coth\frac{\theta}{2}.
\]

The Lean proof cross-multiplies instead, and closes the resulting identity with \(e^{\theta/2}e^{-\theta/2}=1\), named `huv`.

```lean
/-- With Boltzmann populations the averaged coupling is `a0 + a2 s ^ 2 coth (θ/2)`, the
hyperbolic cotangent being written as `cosh / sinh`. -/
theorem averagedCoupling_thermal (a0 a2 s : ℝ) {θ : ℝ} (hθ : 0 < θ) :
    averagedCoupling a0 a2 s (Real.exp (-θ)) =
      a0 + a2 * s ^ 2 * (Real.cosh (θ / 2) / Real.sinh (θ / 2)) := by
  have h1 : Real.exp (-θ) < 1 := Real.exp_lt_one_iff.mpr (by linarith)
  have hq : 1 - Real.exp (-θ) ≠ 0 := (sub_pos.mpr h1).ne'
  have hs : Real.sinh (θ / 2) ≠ 0 := (Real.sinh_pos_iff.mpr (by linarith)).ne'
  have huv : Real.exp (θ / 2) * Real.exp (-(θ / 2)) = 1 := by
    rw [← Real.exp_add, add_neg_cancel, Real.exp_zero]
  have hv : Real.exp (-θ) = Real.exp (-(θ / 2)) ^ 2 := by
    rw [pow_two, ← Real.exp_add]
    congr 1
    ring
  have key : (1 + Real.exp (-θ)) / (1 - Real.exp (-θ)) =
      Real.cosh (θ / 2) / Real.sinh (θ / 2) := by
    rw [div_eq_div_iff hq hs, Real.cosh_eq, Real.sinh_eq, hv]
    linear_combination Real.exp (-(θ / 2)) * huv
  rw [averagedCoupling_eq a0 a2 s (Real.exp_pos _).le h1, key]
```

For a harmonic mode and a quadratic surface, a coupling computed at the planar geometry can therefore be corrected for this vibration from three numbers: the quadratic coefficient \(a_2\), which is half the second derivative of the coupling at \(x=0\), the amplitude \(s\) measured in the same coordinate \(x\), and the ratio \(\theta\).

It remains to find the direction of the change. For \(0\le q<r<1\),

\[
\frac{1+q}{1-q}<\frac{1+r}{1-r}
\quad\Longleftrightarrow\quad
(1+q)(1-r)<(1+r)(1-q)
\quad\Longleftrightarrow\quad q<r .
\]

If \(a_2>0\) and \(s\ne0\), multiplying by \(a_2s^2>0\) and adding \(a_0\) keeps the inequality. At fixed frequency \(q\) grows with temperature, so the coupling rises on warming. The statement concerns the signed coupling: where that is negative, a rise towards zero reduces the magnitude of the splitting.

In the proof `hfrac` is the inequality between the fractions and `hpos` the positivity of \(a_2s^2\).

```lean
/-- For a surface of positive curvature and non-zero vibrational amplitude, the averaged
coupling increases strictly with `q`. -/
theorem averagedCoupling_lt (a0 : ℝ) {a2 s q r : ℝ} (ha : 0 < a2) (hs : s ≠ 0)
    (h0 : 0 ≤ q) (hqr : q < r) (h1 : r < 1) :
    averagedCoupling a0 a2 s q < averagedCoupling a0 a2 s r := by
  rw [averagedCoupling_eq a0 a2 s h0 (hqr.trans h1),
    averagedCoupling_eq a0 a2 s (h0.trans hqr.le) h1]
  have hfrac : (1 + q) / (1 - q) < (1 + r) / (1 - r) := by
    rw [div_lt_div_iff₀ (by linarith) (by linarith)]
    nlinarith
  have hpos : 0 < a2 * s ^ 2 := by positivity
  have h := mul_lt_mul_of_pos_left hfrac hpos
  linarith

end MethylUmbrellaCoupling
```

```lean
#print axioms MethylUmbrellaCoupling.averagedCoupling_zero
#print axioms MethylUmbrellaCoupling.population_boltzmann
#print axioms MethylUmbrellaCoupling.averagedCoupling_thermal
#print axioms MethylUmbrellaCoupling.averagedCoupling_lt
```

```
'MethylUmbrellaCoupling.averagedCoupling_zero' depends on axioms: [propext, Classical.choice, Quot.sound]
'MethylUmbrellaCoupling.population_boltzmann' depends on axioms: [propext, Classical.choice, Quot.sound]
'MethylUmbrellaCoupling.averagedCoupling_thermal' depends on axioms: [propext, Classical.choice, Quot.sound]
'MethylUmbrellaCoupling.averagedCoupling_lt' depends on axioms: [propext, Classical.choice, Quot.sound]
```
